# Transition probabilities when one level crosses N others in turn, each crossing a real rotation

A: Let diabatic level \(0\) cross levels \(1,\dots,N\) one after another, and let crossing \(j\) be a real rotation \(R_j\) by an angle \(\theta_j\) in the \((0,j)\) plane. Write \(p_j=\cos^2\theta_j\) for the probability of staying on the same diabatic level there. Then \(S=R_N\cdots R_1\) is orthogonal, and the probability \(S_{nm}^2\) of going from level \(m\) to level \(n\) is

\[
\begin{aligned}
S_{00}^2&=\prod_{j=1}^{N}p_j, & S_{n0}^2&=(1-p_n)\prod_{1\le j<n}p_j,\\
S_{0m}^2&=(1-p_m)\prod_{m<j\le N}p_j, & S_{mm}^2&=p_m,\\
S_{nm}^2&=(1-p_m)(1-p_n)\prod_{m<j<n}p_j\quad(n>m), & S_{nm}&=0\quad(n<m),
\end{aligned}
\]

with \(m,n\ge1\) and empty products equal to 1.

Q: Amplitudes interfere. Why should products of probabilities come out at all?

A: Because each pair of levels is joined by at most one path. Let \(c_a\) be the amplitude on level \(a\). Crossing \(j\) does

\[
c_0'=\cos\theta_j\,c_0-\sin\theta_j\,c_j,\qquad c_j'=\sin\theta_j\,c_0+\cos\theta_j\,c_j,
\]

and leaves every other amplitude alone.

Start on level 0. Each level \(j\) is empty when it is met, so after \(k\) crossings \(c_0=\prod_{j\le k}\cos\theta_j\). Level \(n\) receives \(\sin\theta_n\prod_{j<n}\cos\theta_j\) at its own crossing and is never touched again.

Start instead on level \(m\ge1\). Nothing happens before crossing \(m\), which gives \(c_m=\cos\theta_m\), final from then on, and \(c_0=-\sin\theta_m\). Later crossings multiply \(c_0\) by their cosines, so at the end \(c_0=-\sin\theta_m\prod_{m<j\le N}\cos\theta_j\). A level \(n>m\) receives \(-\sin\theta_n\sin\theta_m\prod_{m<j<n}\cos\theta_j\). A level \(n<m\) was crossed while both it and level 0 were empty, so it stays empty. Squaring, with \(\sin^2\theta_j=1-p_j\), gives the table.

Finally, \(R_jR_j^{\mathsf T}=1\) for each \(j\), so the product \(SS^{\mathsf T}\) collapses from the inside to 1. As \(S\) is square, \(S^{\mathsf T}S=1\) too.

Q: Real crossings carry phases, and so does free evolution between them. Have you tuned those away?

A: They don't affect this table. Replace each rotation by a unitary \(2\times2\) block with diagonal entries of squared modulus \(p_j\), and insert diagonal phase matrices between crossings. Each entry of \(S\) is still a single product, so \(|S_{nm}|^2\) is unchanged, and \(S\) is unitary. That extension rests on the argument just given; the code works with real rotations throughout.

Q: Then show me how the real model is encoded.

In Lean 4 with Mathlib:

```lean
import Mathlib

open Matrix

namespace SequentialCrossings

noncomputable section
```

A: The states are `Fin (N + 1)`, that is, \(0,\dots,N\). The matrix below has the two rotated rows, and identity rows elsewhere.

```lean
/-- The crossing of level `0` with level `j`: a rotation by the angle `θ j` in the `(0, j)` plane
of the `N + 1` diabatic states, for `1 ≤ j ≤ N`. -/
def crossing (N : ℕ) (θ : ℕ → ℝ) (j : ℕ) : Matrix (Fin (N + 1)) (Fin (N + 1)) ℝ :=
  Matrix.of fun a b =>
    if a = 0 then (if b = 0 then Real.cos (θ j) else 0) - (if (b : ℕ) = j then Real.sin (θ j) else 0)
    else if (a : ℕ) = j then
      (if b = 0 then Real.sin (θ j) else 0) + (if (b : ℕ) = j then Real.cos (θ j) else 0)
    else if b = a then 1 else 0
```

Q: It accepts any natural number \(j\). Is it always a rotation?

A: Only for \(1\le j\le N\), and the complete sweep uses only those values. The first crossing stands rightmost in the product, so columns label initial levels and rows label final ones.

```lean
/-- The evolution through the first `k` crossings, `R_k ⋯ R_1`, for `k ≤ N`. -/
def sweep (N : ℕ) (θ : ℕ → ℝ) : ℕ → Matrix (Fin (N + 1)) (Fin (N + 1)) ℝ
  | 0 => 1
  | k + 1 => crossing N θ (k + 1) * sweep N θ k

/-- The scattering matrix `S = R_N ⋯ R_1` of the complete sweep. -/
def scattering (N : ℕ) (θ : ℕ → ℝ) : Matrix (Fin (N + 1)) (Fin (N + 1)) ℝ :=
  sweep N θ N

/-- The probability `p_j = cos² θ_j` of staying on the same diabatic level at crossing `j`. -/
def passProb (θ : ℕ → ℝ) (j : ℕ) : ℝ := Real.cos (θ j) ^ 2
```

Q: Where is the Schrödinger equation?

A: It is not solved here. Successive, independent crossings are the assumption. In the Demkov–Osherov model, a level whose energy is linear in time crosses distinct parallel levels, to which it has constant couplings and which are not coupled to one another. There the time-dependent Schrödinger equation gives this table exactly for evolution from \(t=-\infty\) to \(t=+\infty\), with the Landau–Zener \(p_j\) stated at the end; here the factorisation is the starting point. A simulation of such a sweep through a discretised band can therefore be tested against the table, provided it starts and ends far from the crossings.

Q: How does the proof begin?

A: With the action of one crossing on an arbitrary matrix `A`, whose columns can be read as state vectors. The first lemma gives the two mixed rows, the second the untouched ones. Both expand the matrix product and let `simp` collapse the sum.

```lean
variable {N : ℕ} (θ : ℕ → ℝ)

/-- A crossing mixes the amplitudes of level `0` and of the level it meets by a plane rotation. -/
theorem crossing_mul_coupled {j : ℕ} (a : Fin (N + 1)) (ha : (a : ℕ) = j) (h0 : a ≠ 0)
    (A : Matrix (Fin (N + 1)) (Fin (N + 1)) ℝ) (b : Fin (N + 1)) :
    (crossing N θ j * A) 0 b = Real.cos (θ j) * A 0 b - Real.sin (θ j) * A a b ∧
    (crossing N θ j * A) a b = Real.sin (θ j) * A 0 b + Real.cos (θ j) * A a b := by
  subst ha
  constructor
  · simp [Matrix.mul_apply, crossing, Fin.val_inj, sub_mul, Finset.sum_sub_distrib, ite_mul]
  · simp [Matrix.mul_apply, crossing, Fin.val_inj, h0, add_mul, Finset.sum_add_distrib, ite_mul]

/-- A crossing leaves the amplitudes of all other levels unchanged. -/
theorem crossing_mul_spectator {j : ℕ} (a : Fin (N + 1)) (ha : (a : ℕ) ≠ j) (h0 : a ≠ 0)
    (A : Matrix (Fin (N + 1)) (Fin (N + 1)) ℝ) (b : Fin (N + 1)) :
    (crossing N θ j * A) a b = A a b := by
  simp [Matrix.mul_apply, crossing, h0, ha, ite_mul]
```

Q: And orthogonality?

A: The entries of \(R_j\) are read off from its action on the identity. The proof then checks \(R_jR_j^{\mathsf T}\) entry by entry, with each index equal to 0, to the crossed level, or to neither. The two diagonal entries in the rotated plane need \(\sin^2+\cos^2=1\), which enters through `linear_combination`.

```lean
/-- Each single crossing is an orthogonal transformation. -/
theorem crossing_orthogonal {j : ℕ} (a : Fin (N + 1)) (ha : (a : ℕ) = j) (h0 : a ≠ 0) :
    crossing N θ j * (crossing N θ j)ᵀ = 1 := by
  -- the entries of the rotation, read off from its action on the identity
  have r0 : ∀ b, crossing N θ j 0 b = Real.cos (θ j) * (1 : Matrix (Fin (N + 1)) _ ℝ) 0 b
      - Real.sin (θ j) * (1 : Matrix _ _ ℝ) a b := fun b => by
    have h := (crossing_mul_coupled θ a ha h0 1 b).1
    rwa [mul_one] at h
  have ra : ∀ b, crossing N θ j a b = Real.sin (θ j) * (1 : Matrix (Fin (N + 1)) _ ℝ) 0 b
      + Real.cos (θ j) * (1 : Matrix _ _ ℝ) a b := fun b => by
    have h := (crossing_mul_coupled θ a ha h0 1 b).2
    rwa [mul_one] at h
  have ro : ∀ y, y ≠ 0 → y ≠ a → ∀ b, crossing N θ j y b = (1 : Matrix _ _ ℝ) y b := by
    intro y hy hya b
    have h := crossing_mul_spectator θ (j := j) y (fun e => hya (Fin.ext (e.trans ha.symm))) hy 1 b
    rwa [mul_one] at h
  have hcs := Real.sin_sq_add_cos_sq (θ j)
  ext x y
  by_cases hx : x = 0
  · rw [hx, (crossing_mul_coupled θ a ha h0 _ y).1, transpose_apply, transpose_apply]
    by_cases hy : y = 0
    · rw [hy]
      simp only [r0, one_apply_eq, one_apply_ne h0, one_apply_ne h0.symm]
      linear_combination hcs
    · by_cases hya : y = a
      · rw [hya]
        simp only [ra, one_apply_eq, one_apply_ne h0, one_apply_ne h0.symm]
        ring
      · simp only [ro y hy hya, one_apply_ne hy, one_apply_ne hya, one_apply_ne (Ne.symm hy)]
        ring
  · by_cases hxa : x = a
    · rw [hxa, (crossing_mul_coupled θ a ha h0 _ y).2, transpose_apply, transpose_apply]
      by_cases hy : y = 0
      · rw [hy]
        simp only [r0, one_apply_eq, one_apply_ne h0, one_apply_ne h0.symm]
        ring
      · by_cases hya : y = a
        · rw [hya]
          simp only [ra, one_apply_eq, one_apply_ne h0, one_apply_ne h0.symm]
          linear_combination hcs
        · simp only [ro y hy hya, one_apply_ne hy, one_apply_ne hya, one_apply_ne (Ne.symm hya)]
          ring
    · rw [crossing_mul_spectator θ x (fun e => hxa (Fin.ext (e.trans ha.symm))) hx,
        transpose_apply]
      by_cases hy : y = 0
      · rw [hy]
        simp only [r0, one_apply_ne hx, one_apply_ne (Ne.symm hx), one_apply_ne (Ne.symm hxa)]
        ring
      · by_cases hya : y = a
        · rw [hya]
          simp only [ra, one_apply_ne hxa, one_apply_ne (Ne.symm hx), one_apply_ne (Ne.symm hxa)]
          ring
        · rw [ro y hy hya, one_apply, one_apply]
          simp only [eq_comm]
```

Induction on the number of crossings then collapses the product from the inside.

```lean
/-- The evolution through any number of crossings is orthogonal. -/
theorem sweep_orthogonal (k : ℕ) (hk : k ≤ N) : sweep N θ k * (sweep N θ k)ᵀ = 1 := by
  induction k with
  | zero => simp [sweep]
  | succ k ih =>
    rw [sweep, transpose_mul]
    calc crossing N θ (k + 1) * sweep N θ k * ((sweep N θ k)ᵀ * (crossing N θ (k + 1))ᵀ)
        = crossing N θ (k + 1) * (sweep N θ k * (sweep N θ k)ᵀ) * (crossing N θ (k + 1))ᵀ := by
          simp only [Matrix.mul_assoc]
      _ = 1 := by
          rw [ih (by omega), mul_one]
          exact crossing_orthogonal θ ⟨k + 1, by omega⟩ rfl (by simp [Fin.ext_iff])
```

Q: Where does "empty when it is met" appear?

A: In the next lemma: a level not yet reached still has its row of the identity matrix. With it, induction gives the survival amplitude as a product of cosines.

```lean
/-- A level that has not yet been reached keeps its initial amplitude. -/
theorem sweep_unreached (k : ℕ) (n b : Fin (N + 1)) (h : k < (n : ℕ)) :
    sweep N θ k n b = (1 : Matrix _ _ ℝ) n b := by
  induction k with
  | zero => rfl
  | succ k ih =>
    have hn : n ≠ 0 := by
      rintro rfl
      simp at h
    rw [sweep, crossing_mul_spectator θ n (by omega) hn]
    exact ih (by omega)

/-- The amplitude to remain on level `0` through `k` crossings is the product of the cosines. -/
theorem sweep_survival (k : ℕ) (hk : k ≤ N) :
    sweep N θ k 0 0 = ∏ j ∈ Finset.Ioc 0 k, Real.cos (θ j) := by
  induction k with
  | zero => simp [sweep]
  | succ k ih =>
    have hne : (⟨k + 1, by omega⟩ : Fin (N + 1)) ≠ 0 := by simp [Fin.ext_iff]
    rw [sweep, (crossing_mul_coupled θ ⟨k + 1, by omega⟩ rfl hne _ 0).1,
      sweep_unreached θ k ⟨k + 1, by omega⟩ 0 (Nat.lt_succ_self k), ih (by omega),
      one_apply_ne hne,
      Finset.prod_Ioc_succ_top (Nat.zero_le k)]
    ring
```

For a start on level \(m\ge1\), the induction step asks whether the new crossing comes after, at, or before crossing \(m\). These cases multiply by a cosine, create \(-\sin\theta_m\), or leave zero.

```lean
/-- The amplitude to go from level `m ≥ 1` to level `0` within `k` crossings: it vanishes before
crossing `m`, and afterwards is `-sin θ_m` times the cosines of the later crossings. -/
theorem sweep_to_zero (m : Fin (N + 1)) (hm : m ≠ 0) (k : ℕ) (hk : k ≤ N) :
    sweep N θ k 0 m = if (m : ℕ) ≤ k then
      -Real.sin (θ m) * ∏ j ∈ Finset.Ioc (m : ℕ) k, Real.cos (θ j) else 0 := by
  induction k with
  | zero =>
    rw [if_neg (fun e => hm (Fin.ext (Nat.le_zero.mp e)))]
    exact one_apply_ne hm.symm
  | succ k ih =>
    have hne : (⟨k + 1, by omega⟩ : Fin (N + 1)) ≠ 0 := by simp [Fin.ext_iff]
    have hkm : (m : ℕ) ≠ k + 1 → (⟨k + 1, by omega⟩ : Fin (N + 1)) ≠ m :=
      fun h e => h (congrArg Fin.val e).symm
    rw [sweep, (crossing_mul_coupled θ ⟨k + 1, by omega⟩ rfl hne _ m).1,
      sweep_unreached θ k ⟨k + 1, by omega⟩ m (Nat.lt_succ_self k), ih (by omega)]
    rcases lt_trichotomy (m : ℕ) (k + 1) with h | h | h
    · rw [if_pos (by omega), if_pos (by omega),
        one_apply_ne (hkm (by omega)),
        Finset.prod_Ioc_succ_top (by omega)]
      ring
    · have e : (⟨k + 1, by omega⟩ : Fin (N + 1)) = m := Fin.ext h.symm
      rw [if_neg (by omega), if_pos (by omega), e, one_apply_eq, h, Finset.Ioc_self,
        Finset.prod_empty]
      ring
    · rw [if_neg (by omega), if_neg (by omega),
        one_apply_ne (hkm (by omega))]
      ring
```

Q: And the final amplitudes on the other levels?

A: They are fixed at their own crossing. The lemma writes \(n=l+1\) and expresses row \(n\) through two rows taken just before level \(n\) is met: row 0 after \(l\) crossings, and row \(n\) itself, which is still that of the identity.

```lean
/-- The amplitude on level `n = l + 1` is set at its own crossing, from the amplitude on level `0`
just before it and the initial amplitude on level `n`, and is the same after every later crossing.
-/
theorem sweep_frozen (n b : Fin (N + 1)) (l : ℕ) (hl : (n : ℕ) = l + 1) (k : ℕ)
    (hk : (n : ℕ) ≤ k) :
    sweep N θ k n b = Real.sin (θ (l + 1)) * sweep N θ l 0 b
      + Real.cos (θ (l + 1)) * (1 : Matrix _ _ ℝ) n b := by
  have hn : n ≠ 0 := by
    rintro rfl
    simp at hl
  induction k with
  | zero => omega
  | succ k ih =>
    by_cases h : (n : ℕ) = k + 1
    · obtain rfl : l = k := by omega
      rw [sweep, (crossing_mul_coupled θ n h hn _ b).2, sweep_unreached θ l n b (by omega)]
    · rw [sweep, crossing_mul_spectator θ n h hn]
      exact ih (by omega)
```

Q: So the main theorem only has to assemble these?

A: Yes. Its seven parts are orthogonality and the six formulas of the table. `Finset.Ioc 0 N` is the range \(1\le j\le N\), and `Finset.Ioo` excludes both ends. Each formula for a probability substitutes the amplitudes above and squares them, using `Real.sin_sq` where a sine has to become \(1-p_j\). `mul_eq_one_comm` turns \(SS^{\mathsf T}=1\) into \(S^{\mathsf T}S=1\). There is no condition on the angles, so every \(p_j\in[0,1]\) is allowed, and \(N=0\) gives the single entry 1.

```lean
/-- Level `0` crosses levels `1, …, N` in turn: the scattering matrix is orthogonal, and each
transition probability is a product of single-crossing probabilities. Transitions from level `m`
to a level `n` with `1 ≤ n < m` are forbidden. -/
theorem scattering_probabilities :
    (scattering N θ)ᵀ * scattering N θ = 1 ∧
    scattering N θ 0 0 ^ 2 = ∏ j ∈ Finset.Ioc 0 N, passProb θ j ∧
    (∀ n : Fin (N + 1), n ≠ 0 → scattering N θ n 0 ^ 2 =
      (1 - passProb θ n) * ∏ j ∈ Finset.Ioo 0 (n : ℕ), passProb θ j) ∧
    (∀ m : Fin (N + 1), m ≠ 0 → scattering N θ 0 m ^ 2 =
      (1 - passProb θ m) * ∏ j ∈ Finset.Ioc (m : ℕ) N, passProb θ j) ∧
    (∀ m : Fin (N + 1), m ≠ 0 → scattering N θ m m ^ 2 = passProb θ m) ∧
    (∀ m n : Fin (N + 1), m ≠ 0 → m < n → scattering N θ n m ^ 2 =
      (1 - passProb θ m) * (1 - passProb θ n) *
        ∏ j ∈ Finset.Ioo (m : ℕ) (n : ℕ), passProb θ j) ∧
    (∀ m n : Fin (N + 1), n ≠ 0 → n < m → scattering N θ n m = 0) := by
  have hI : ∀ m l : ℕ, Finset.Ioo m (l + 1) = Finset.Ioc m l := by
    intro m l
    ext x
    simp only [Finset.mem_Ioo, Finset.mem_Ioc]
    omega
  have hpred : ∀ n : Fin (N + 1), n ≠ 0 → ∃ l, (n : ℕ) = l + 1 := fun n hn =>
    Nat.exists_eq_succ_of_ne_zero (fun e => hn (Fin.ext e))
  unfold scattering
  refine ⟨mul_eq_one_comm.mp (sweep_orthogonal θ N le_rfl), ?_, ?_, ?_, ?_, ?_, ?_⟩
  · rw [sweep_survival θ N le_rfl]
    simp only [passProb, Finset.prod_pow]
  · intro n hn
    obtain ⟨l, hl⟩ := hpred n hn
    rw [sweep_frozen θ n 0 l hl N (by omega), sweep_survival θ l (by omega), one_apply_ne hn,
      hl, hI]
    simp only [passProb, Finset.prod_pow]
    rw [← Real.sin_sq]
    ring
  · intro m hm
    rw [sweep_to_zero θ m hm N le_rfl, if_pos (by omega)]
    simp only [passProb, Finset.prod_pow]
    rw [← Real.sin_sq]
    ring
  · intro m hm
    obtain ⟨l, hl⟩ := hpred m hm
    rw [sweep_frozen θ m m l hl N (by omega), sweep_to_zero θ m hm l (by omega),
      if_neg (by omega), one_apply_eq, hl, passProb]
    ring
  · intro m n hm hmn
    have hlt : (m : ℕ) < n := hmn
    have hn : n ≠ 0 := fun e => by simp [e] at hlt
    obtain ⟨l, hl⟩ := hpred n hn
    rw [sweep_frozen θ n m l hl N (by omega), sweep_to_zero θ m hm l (by omega),
      if_pos (by omega), one_apply_ne (ne_of_gt hmn), hl, hI]
    simp only [passProb, Finset.prod_pow, ← Real.sin_sq]
    ring
  · intro m n hn hnm
    have hlt : (n : ℕ) < m := hnm
    have hm : m ≠ 0 := fun e => by simp [e] at hlt
    obtain ⟨l, hl⟩ := hpred n hn
    rw [sweep_frozen θ n m l hl N (by omega), sweep_to_zero θ m hm l (by omega),
      if_neg (by omega), one_apply_ne (ne_of_lt hnm)]
    ring
```

Q: Where does Landau–Zener enter?

A: As a hypothesis on the \(p_j\). For a linear two-level crossing with constant coupling \(V_j\), the Landau–Zener formula gives \(p_j=e^{-\delta_j}\) with

\[
\delta_j=\frac{2\pi V_j^2}{\hbar\,|d(E_0-E_j)/dt|},
\]

where \(E_0\) and \(E_j\) are the diabatic energies. The corollary assumes only the exponential form, not this expression for \(\delta_j\), and turns the product into \(S_{00}^2=\exp(-\sum_{j=1}^N\delta_j)\).

```lean
/-- If every single-crossing probability has the exponential form `p_j = exp (-δ_j)`, the
probability to remain on level `0` through the whole sweep is `exp (-∑ δ_j)`. -/
theorem survival_exponential (δ : ℕ → ℝ)
    (h : ∀ j ∈ Finset.Ioc 0 N, passProb θ j = Real.exp (-δ j)) :
    scattering N θ 0 0 ^ 2 = Real.exp (-∑ j ∈ Finset.Ioc 0 N, δ j) := by
  rw [(scattering_probabilities θ).2.1, Finset.prod_congr rfl h, ← Real.exp_sum,
    Finset.sum_neg_distrib]

end

end SequentialCrossings
```

```lean
#print axioms SequentialCrossings.scattering_probabilities
#print axioms SequentialCrossings.survival_exponential
```

```
'SequentialCrossings.scattering_probabilities' depends on axioms: [propext, Classical.choice, Quot.sound]
'SequentialCrossings.survival_exponential' depends on axioms: [propext, Classical.choice, Quot.sound]
```
